# For spin n/2, the symmetrized products of different spin components form a vector operator only if n ≤ 1

A magnetic ion in a low-symmetry crystal site is often described by a spin Hamiltonian that is quadratic in the spin components. If the axes are not the principal ones, it contains one or more of the cross terms JyJz + JzJy, JzJx + JxJz and JxJy + JyJx. There are three of them, each can be labelled by the axis that it leaves out, and the labels run cyclically as in a cross product. That makes the triple look like a vector.

I believe that it isn't one. For the standard spin n/2 matrices, the triple should satisfy [Ji, Vj] = i ε_ijk Vk only for n = 0 and n = 1, and there only because all three entries are zero. Can this be derived explicitly for every n, and can the argument be made rigorous and machine-checked?

## Two ladder steps decide the matter

Yes to both. The quickest test is a single one of the vector relations: the z component of a vector operator must commute with Jz. For n ≥ 2 the triple already fails there.

Take ħ = 1 and number the basis states from the top by k = 0, 1, …, n, so that state k has the Jz eigenvalue

m(k) = n/2 − k.

The raising matrix J₊ takes state k to state k − 1 with the amplitude

a(k) = √(k (n + 1 − k)),

and the lowering matrix J₋ is its transpose. The other two components are

Jx = (J₊ + J₋)/2,

Jy = −(i/2)(J₊ − J₋).

Write Qx, Qy, Qz for the three symmetrized products, in the order given above. For the last one, the mixed terms cancel:

Qz = JxJy + JyJx = −(i/4)[(J₊ + J₋)(J₊ − J₋) + (J₊ − J₋)(J₊ + J₋)] = −(i/2)(J₊² − J₋²).

The other two contain Jz and one ladder matrix:

Qx = −(i/2)[(JzJ₊ + J₊Jz) − (J₋Jz + JzJ₋)],

Qy = (1/2)[(JzJ₊ + J₊Jz) + (J₋Jz + JzJ₋)].

**Small spins, n ≤ 1.** There are at most two states, so none can be raised twice and J₊² = 0. The matrix JzJ₊ + J₊Jz can have nonzero elements only between neighbouring states k − 1 and k, where it equals

(m(k − 1) + m(k)) a(k) = (n + 1 − 2k) a(k).

For n = 1 the only such pair has k = 1, and the factor is zero: the two states have opposite Jz. For n = 0 there is no pair at all. Transposition gives the same two facts for J₋. Hence Qx = Qy = Qz = 0, and a triple of zeros satisfies every vector relation.

**Larger spins, n ≥ 2.** States 0 and 2 both exist, and J₊² connects them through state 1. Since J₋² has no element in that position,

(Qz)₀₂ = −(i/2) a(1) a(2).

The two states differ by two units of Jz, so

[Jz, Qz]₀₂ = (m(0) − m(2)) (Qz)₀₂ = −i a(1) a(2) = −i √(2n(n − 1)).

This is nonzero, whereas a vector operator would need [Jz, Qz] = 0. The triple is therefore not a vector operator.

The same algebra gives [Jz, Qz] = −2i(Jx² − Jy²), an identity that the file does not contain. It shows what a rotation about z does: it mixes JxJy + JyJx with Jx² − Jy², as expected for components of a rank-2 tensor.

## The Lean file

```lean
import Mathlib

open Complex (I)

namespace SymmetrizedSpinProducts

noncomputable section

/-- The relations `[J_i, V_j] = i ε_ijk V_k`, written out in cyclic order of the
components `0, 1, 2 = x, y, z`. -/
def IsVectorOperator {A : Type*} [Ring A] [Algebra ℂ A] (J V : Fin 3 → A) : Prop :=
  ∀ i, J i * V i - V i * J i = 0 ∧
    J i * V (i + 1) - V (i + 1) * J i = I • V (i + 2) ∧
    J i * V (i + 2) - V (i + 2) * J i = (-I) • V (i + 1)

/-- The triple `(JyJz + JzJy, JzJx + JxJz, JxJy + JyJx)`. -/
def symProd {A : Type*} [Ring A] (J : Fin 3 → A) (i : Fin 3) : A :=
  J (i + 1) * J (i + 2) + J (i + 2) * J (i + 1)

/-- The ladder matrix element `√(k (n + 1 - k))` between levels `k` and `k - 1`,
counted from the top of the spin `n/2` multiplet. -/
def amp (n k : ℕ) : ℝ := Real.sqrt ((k : ℝ) * (n + 1 - k))

/-- The raising matrix `J₊` of spin `n/2`. -/
def raising (n : ℕ) : Matrix (Fin (n + 1)) (Fin (n + 1)) ℂ :=
  Matrix.of fun i j => if (i : ℕ) + 1 = (j : ℕ) then (amp n j : ℂ) else 0

/-- The lowering matrix `J₋` of spin `n/2`, the transpose of the real matrix `J₊`. -/
def lowering (n : ℕ) : Matrix (Fin (n + 1)) (Fin (n + 1)) ℂ := (raising n).transpose

/-- The diagonal matrix `Jz` of spin `n/2`, decreasing from `n/2` in unit steps. -/
def Jz (n : ℕ) : Matrix (Fin (n + 1)) (Fin (n + 1)) ℂ :=
  Matrix.diagonal fun k : Fin (n + 1) => (n : ℂ) / 2 - ((k : ℕ) : ℂ)

/-- The standard spin `n/2` matrices `(Jx, Jy, Jz)`. -/
def spin (n : ℕ) : Fin 3 → Matrix (Fin (n + 1)) (Fin (n + 1)) ℂ :=
  ![(1 / 2 : ℂ) • (raising n + lowering n), (-I / 2) • (raising n - lowering n), Jz n]

/-- `JyJz + JzJy` in terms of `Jz` and the ladder matrices. -/
theorem symProd_spin_x (n : ℕ) : symProd (spin n) 0 = (-I / 2) •
    ((Jz n * raising n + raising n * Jz n) - (lowering n * Jz n + Jz n * lowering n)) := by
  change ((-I / 2) • (raising n - lowering n)) * Jz n
    + Jz n * ((-I / 2) • (raising n - lowering n)) = _
  simp only [smul_mul_assoc, mul_smul_comm, mul_sub, sub_mul]
  module

/-- `JzJx + JxJz` in terms of `Jz` and the ladder matrices. -/
theorem symProd_spin_y (n : ℕ) : symProd (spin n) 1 = (1 / 2 : ℂ) •
    ((Jz n * raising n + raising n * Jz n) + (lowering n * Jz n + Jz n * lowering n)) := by
  change Jz n * ((1 / 2 : ℂ) • (raising n + lowering n))
    + ((1 / 2 : ℂ) • (raising n + lowering n)) * Jz n = _
  simp only [smul_mul_assoc, mul_smul_comm, mul_add, add_mul]
  module

/-- In terms of ladder matrices, `JxJy + JyJx = -(i/2) (J₊² - J₋²)`. -/
theorem symProd_spin_z (n : ℕ) : symProd (spin n) 2 =
    (-I / 2) • (raising n * raising n - lowering n * lowering n) := by
  change ((1 / 2 : ℂ) • (raising n + lowering n)) * ((-I / 2) • (raising n - lowering n))
    + ((-I / 2) • (raising n - lowering n)) * ((1 / 2 : ℂ) • (raising n + lowering n)) = _
  simp only [smul_mul_assoc, mul_smul_comm, mul_add, add_mul, mul_sub, sub_mul]
  module

/-- For `n ≤ 1` all three symmetrized products of the spin `n/2` matrices vanish. -/
theorem symProd_spin_eq_zero {n : ℕ} (hn : n ≤ 1) (i : Fin 3) : symProd (spin n) i = 0 := by
  -- with at most two levels, no state can be raised twice
  have hP : raising n * raising n = 0 := by
    ext a b
    rw [Matrix.mul_apply, Matrix.zero_apply]
    refine Finset.sum_eq_zero fun k _ => ?_
    by_cases h1 : (a : ℕ) + 1 = (k : ℕ)
    · have h2 : ¬ (k : ℕ) + 1 = (b : ℕ) := by have := b.isLt; omega
      simp only [raising, Matrix.of_apply, if_neg h2, mul_zero]
    · simp only [raising, Matrix.of_apply, if_neg h1, zero_mul]
  -- any two neighbouring levels have opposite `Jz`, so `Jz` anticommutes with `J₊`
  have hz : Jz n * raising n + raising n * Jz n = 0 := by
    ext a b
    simp only [Matrix.add_apply, Jz, Matrix.diagonal_mul, Matrix.mul_diagonal,
      Matrix.zero_apply]
    by_cases h : (a : ℕ) + 1 = (b : ℕ)
    · have hs : n = (a : ℕ) + (b : ℕ) := by have := b.isLt; omega
      have hc : (n : ℂ) = ((a : ℕ) : ℂ) + ((b : ℕ) : ℂ) := by exact_mod_cast hs
      linear_combination (raising n a b) * hc
    · have h0 : raising n a b = 0 := by simp only [raising, Matrix.of_apply, if_neg h]
      rw [h0]
      ring
  -- transposing gives the same facts for `J₋`
  have hM : lowering n * lowering n = 0 := by
    have t := congrArg Matrix.transpose hP
    rw [Matrix.transpose_mul, Matrix.transpose_zero] at t
    exact t
  have hJ : (Jz n).transpose = Jz n := Matrix.diagonal_transpose _
  have hzM : lowering n * Jz n + Jz n * lowering n = 0 := by
    have t := congrArg Matrix.transpose hz
    rw [Matrix.transpose_add, Matrix.transpose_mul, Matrix.transpose_mul, hJ,
      Matrix.transpose_zero] at t
    exact t
  fin_cases i
  · exact (symProd_spin_x n).trans (by rw [hz, hzM, sub_zero, smul_zero])
  · exact (symProd_spin_y n).trans (by rw [hz, hzM, add_zero, smul_zero])
  · exact (symProd_spin_z n).trans (by rw [hP, hM, sub_zero, smul_zero])

/-- For `n ≥ 2`, the matrix element of `JxJy + JyJx` between the top state and the state
two steps below it. -/
theorem symProd_spin_corner {n : ℕ} (hn : 2 ≤ n) :
    symProd (spin n) 2 ⟨0, by omega⟩ ⟨2, by omega⟩
      = (-I / 2) * ((amp n 1 : ℂ) * (amp n 2 : ℂ)) := by
  have hP : (raising n * raising n) ⟨0, by omega⟩ ⟨2, by omega⟩
      = (amp n 1 : ℂ) * (amp n 2 : ℂ) := by
    rw [Matrix.mul_apply, Finset.sum_eq_single ⟨1, by omega⟩]
    · simp [raising]
    · intro k _ hk
      have h : ¬ 0 + 1 = (k : ℕ) := fun h => hk (Fin.ext (by simp only; omega))
      simp only [raising, Matrix.of_apply, if_neg h, zero_mul]
    · simp
  have hM : (lowering n * lowering n) ⟨0, by omega⟩ ⟨2, by omega⟩ = 0 := by
    rw [Matrix.mul_apply]
    exact Finset.sum_eq_zero fun k _ => by simp [lowering, raising]
  rw [symProd_spin_z, Matrix.smul_apply, Matrix.sub_apply, hP, hM, sub_zero, smul_eq_mul]

/-- The single relation `[Jz, JxJy + JyJx] = 0` holds for spin `n/2` exactly when `n ≤ 1`. -/
theorem comm_symProd_spin_z_iff (n : ℕ) :
    Jz n * symProd (spin n) 2 - symProd (spin n) 2 * Jz n = 0 ↔ n ≤ 1 := by
  constructor
  · intro h
    by_contra hlt
    have hn : 2 ≤ n := by omega
    have e := congrFun (congrFun h ⟨0, by omega⟩) ⟨2, by omega⟩
    simp only [Matrix.sub_apply, Jz, Matrix.diagonal_mul, Matrix.mul_diagonal,
      Matrix.zero_apply, symProd_spin_corner hn, Nat.cast_zero, Nat.cast_ofNat] at e
    have hn2 : (2 : ℝ) ≤ n := by exact_mod_cast hn
    have a1 : (amp n 1 : ℂ) ≠ 0 := Complex.ofReal_ne_zero.mpr
      (Real.sqrt_pos.mpr (by push_cast; linarith)).ne'
    have a2 : (amp n 2 : ℂ) ≠ 0 := Complex.ofReal_ne_zero.mpr
      (Real.sqrt_pos.mpr (by push_cast; linarith)).ne'
    -- the two states differ by two units of `Jz`, so the element survives
    exact mul_ne_zero Complex.I_ne_zero (mul_ne_zero a1 a2) (by linear_combination -e)
  · intro hn
    rw [symProd_spin_eq_zero hn, mul_zero, zero_mul, sub_zero]

/-- The symmetrized products of the spin `n/2` matrices form a vector operator if and only
if `n ≤ 1`, and in that case all three vanish. -/
theorem symProd_spin_isVectorOperator_iff (n : ℕ) :
    (IsVectorOperator (spin n) (symProd (spin n)) ↔ n ≤ 1) ∧
      (n ≤ 1 → ∀ i, symProd (spin n) i = 0) := by
  refine ⟨⟨fun h => (comm_symProd_spin_z_iff n).mp (h 2).1, fun hn i => ?_⟩,
    fun hn i => symProd_spin_eq_zero hn i⟩
  simp [symProd_spin_eq_zero hn]

end

end SymmetrizedSpinProducts
```

```lean
#print axioms SymmetrizedSpinProducts.symProd_spin_isVectorOperator_iff
```

```
'SymmetrizedSpinProducts.symProd_spin_isVectorOperator_iff' depends on axioms: [propext, Classical.choice, Quot.sound]
```

## What the theorem says about the spin matrices

The final theorem, `symProd_spin_isVectorOperator_iff`, takes an arbitrary natural number `n` and has two parts. The first says that the symmetrized products form a vector operator with respect to the spin n/2 matrices exactly when `n ≤ 1`. The second says that for `n ≤ 1` each of the three products is the zero matrix.

The components are indexed by `Fin 3`, with 0, 1, 2 standing for x, y, z. Addition there is cyclic, so `i + 1` and `i + 2` are the next two axes after `i`. `IsVectorOperator J V` uses this to write out the nine relations [Ji, Vj] = i ε_ijk Vk without the symbol ε: for each `i`, one commutator vanishes, one gives +i times the remaining component, and one gives −i times it. `symProd J i` is the product of the two components other than `i`, added in both orders.

The matrices have size n + 1, and index 0 is the top state. `amp n k` is the amplitude a(k), `raising n` and `lowering n` are J₊ and J₋, and `spin n` collects Jx, Jy and Jz. These definitions fix ħ = 1 and the usual phase convention with real, non-negative ladder elements.

`IsVectorOperator` does not require its first argument to be an angular momentum, and the file does not derive the commutation relations of `spin n` among themselves. That these are the standard spin matrices is read off from their explicit entries. The theorem concerns one spin multiplet at a time; it does not treat several coupled spins or orbital angular momentum on an infinite-dimensional space.

## How the proof follows the ladder argument

The theorems `symProd_spin_x`, `symProd_spin_y` and `symProd_spin_z` are the three formulas for Qx, Qy and Qz. In each, the products are expanded with the scalars pulled to the front, and `module` then compares the coefficients.

`symProd_spin_eq_zero` treats n ≤ 1. Its step `hP` proves J₊² = 0 entry by entry: a nonzero term would need a column index of at least 2, and `omega` finds that there is none. The step `hz` proves JzJ₊ + J₊Jz = 0. Where J₊ has a nonzero entry, in row `a` and column `b`, the size restriction forces n = a + b, which is the statement that the two Jz values are opposite. Transposing both results gives `hM` and `hzM` for J₋, and the three formulas then reduce to zero.

`symProd_spin_corner` computes (Qz)₀₂ for n ≥ 2. `Finset.sum_eq_single` keeps only the intermediate state 1 in the sum for J₊², and every term of the corresponding sum for J₋² is zero.

`comm_symProd_spin_z_iff` shows that [Jz, Qz] = 0 holds exactly when n ≤ 1. Assuming the commutator vanishes for some n ≥ 2, it reads off the 0, 2 entry. The facts `a1` and `a2` say that both amplitudes are nonzero, and the final `linear_combination` turns the entry into i a(1) a(2) = 0, a contradiction.

The main theorem then needs little more. From the nine assumed relations it takes only `(h 2).1`, which is [Jz, Qz] = 0, and obtains n ≤ 1. In the other direction, all the products are zero and `simp` verifies the relations.

## Cross terms in a spin-Hamiltonian code

For a single spin with a quadratic anisotropy term S·D·S, where D is a real symmetric 3 × 3 matrix, the off-diagonal entries of D multiply exactly these three products. For spin 1/2 the cross terms therefore contribute nothing. For higher spin, a change of axes described by a rotation matrix R has to be applied to the whole of D, as R D Rᵀ; rotating the three off-diagonal entries as if they were a vector gives a wrong Hamiltonian in general.

A program that builds the spin matrices from the ladder amplitudes can compare their products with the elements found above, although this does not test how it rotates D. For spin 1 (n = 2), both amplitudes are √2, so, with the states ordered from the top, the 0, 2 entry of SxSy + SySx should be −i and that of [Sz, SxSy + SySx] should be −2i. For spin 1/2, both matrices should be zero.
